# Cubic growth of the inverse occupation response in a two-level ligand–metal model

Put one electron on a ligand orbital and a metal orbital coupled by a hopping of 1, and ask how much the offset between the two levels must change per unit of metal occupation gained: the rate is 4 when the levels are aligned, about 530 at offset 10 and about 4060 at offset 20. Here a positive offset puts the metal level below the ligand level, and the electron is in its ground state. Doubling a large offset makes the rate nearly eight times larger: the weight left on the ligand falls as the inverse square of the offset, so the occupation gained per unit of offset falls as the inverse cube.

```lean
import Mathlib

open Matrix Filter Topology

namespace LigandMetalResponse

noncomputable section

/-- Two-level Hamiltonian with hopping `t`: the ligand (index 0) lies at `d/2`, the metal
(index 1) at `-d/2`. -/
def hamiltonian (t d : ℝ) : Matrix (Fin 2) (Fin 2) ℝ :=
  !![d / 2, -t; -t, -(d / 2)]

/-- The level splitting `√(d² + 4t²)`. -/
def gap (t d : ℝ) : ℝ := √(d ^ 2 + 4 * t ^ 2)

/-- The metal occupation `(1 + d/√(d² + 4t²))/2`, for `t` and `d` not both zero. -/
def occupation (t d : ℝ) : ℝ := (1 + d / gap t d) / 2

/-- The static response: the derivative of the metal occupation with respect to the level
offset, for nonzero hopping. -/
def response (t d : ℝ) : ℝ := deriv (occupation t) d

/-- The external offset that produces the effective offset `d` when a mean-field repulsion
`U` times the occupation raises the metal level, for nonzero hopping. -/
def externalOffset (t U d : ℝ) : ℝ := d + U * occupation t d

lemma gap_sq (t d : ℝ) : gap t d ^ 2 = d ^ 2 + 4 * t ^ 2 :=
  Real.sq_sqrt (by positivity)

lemma abs_lt_gap {t : ℝ} (ht : 0 < t) (d : ℝ) : |d| < gap t d := by
  refine (Real.lt_sqrt (abs_nonneg d)).2 ?_
  have h : 0 < t ^ 2 := by positivity
  rw [sq_abs]
  linarith

lemma gap_pos {t : ℝ} (ht : 0 < t) (d : ℝ) : 0 < gap t d :=
  (abs_nonneg d).trans_lt (abs_lt_gap ht d)

/-- For `t > 0`, `-√(d² + 4t²)/2` is the ground-state energy: multiplied by `w ⬝ᵥ w` it bounds the
energy form from below, and an explicit nonzero vector is an eigenvector at this energy. -/
theorem ground_energy {t : ℝ} (ht : 0 < t) (d : ℝ) :
    (∀ w : Fin 2 → ℝ, -(gap t d / 2) * (w ⬝ᵥ w) ≤ w ⬝ᵥ (hamiltonian t d *ᵥ w)) ∧
    ![2 * t, gap t d + d] ≠ 0 ∧
    hamiltonian t d *ᵥ ![2 * t, gap t d + d] =
      (-(gap t d / 2)) • ![2 * t, gap t d + d] := by
  have hsq := gap_sq t d
  have hp : 0 < gap t d + d := by linarith [(abs_lt.1 (abs_lt_gap ht d)).1]
  refine ⟨fun w => ?_, fun h => ?_, ?_⟩
  · -- the energy above the ground level is a perfect square over a positive number
    have e : w ⬝ᵥ (hamiltonian t d *ᵥ w) + gap t d / 2 * (w ⬝ᵥ w) =
        ((gap t d + d) * w 0 - 2 * t * w 1) ^ 2 / (2 * (gap t d + d)) := by
      rw [eq_div_iff (by positivity)]
      simp only [hamiltonian, Matrix.mulVec, dotProduct, Fin.sum_univ_two, Matrix.of_apply,
        Matrix.cons_val_zero, Matrix.cons_val_one]
      linear_combination (w 1) ^ 2 * hsq
    have h : 0 ≤ ((gap t d + d) * w 0 - 2 * t * w 1) ^ 2 / (2 * (gap t d + d)) := by
      positivity
    linarith
  · have h0 : 2 * t = 0 := congrFun h 0
    linarith
  · ext i
    fin_cases i
    · simp [hamiltonian, Matrix.mulVec, dotProduct, Fin.sum_univ_two]
      ring
    · simp [hamiltonian, Matrix.mulVec, dotProduct, Fin.sum_univ_two]
      linear_combination (1 / 2) * hsq

/-- For `t > 0`, every nonzero eigenvector at energy `-√(d² + 4t²)/2` has relative metal
weight equal to `occupation t d`. -/
theorem ground_state_occupation {t : ℝ} (ht : 0 < t) (d : ℝ) (v : Fin 2 → ℝ) (hv : v ≠ 0)
    (h : hamiltonian t d *ᵥ v = (-(gap t d / 2)) • v) :
    v 1 ^ 2 / (v 0 ^ 2 + v 1 ^ 2) = occupation t d := by
  have hg := gap_pos ht d
  have h0 : d / 2 * v 0 + -t * v 1 = -(gap t d / 2) * v 0 := by
    simpa [hamiltonian, Matrix.mulVec, dotProduct, Fin.sum_univ_two] using congrFun h 0
  have h1 : -t * v 0 + -(d / 2) * v 1 = -(gap t d / 2) * v 1 := by
    simpa [hamiltonian, Matrix.mulVec, dotProduct, Fin.sum_univ_two] using congrFun h 1
  have hN : v 0 ^ 2 + v 1 ^ 2 ≠ 0 := by
    intro hz
    have a0 : v 0 = 0 := (pow_eq_zero_iff two_ne_zero).1
      (by linarith [sq_nonneg (v 0), sq_nonneg (v 1)])
    have a1 : v 1 = 0 := (pow_eq_zero_iff two_ne_zero).1
      (by linarith [sq_nonneg (v 0), sq_nonneg (v 1)])
    apply hv
    ext i
    fin_cases i
    · exact a0
    · exact a1
  have ho : occupation t d = (gap t d + d) / (2 * gap t d) := by
    unfold occupation
    field_simp
  rw [ho, div_eq_div_iff hN (by positivity)]
  -- eliminate the hopping term between the two rows of the eigenvalue equation
  linear_combination 2 * v 1 * h1 - 2 * v 0 * h0

/-- For `t > 0`, the occupation has derivative `2t²/(√(d² + 4t²))³` in the level offset. -/
theorem hasDerivAt_occupation {t : ℝ} (ht : 0 < t) (d : ℝ) :
    HasDerivAt (occupation t) (2 * t ^ 2 / gap t d ^ 3) d := by
  have hne : gap t d ≠ 0 := (gap_pos ht d).ne'
  have hs : HasDerivAt (fun x : ℝ => x ^ 2 + 4 * t ^ 2) (2 * d) d :=
    ((hasDerivAt_pow 2 d).add_const (4 * t ^ 2)).congr_deriv (by norm_num)
  have hpos : d ^ 2 + 4 * t ^ 2 ≠ 0 := by positivity
  have hg : HasDerivAt (gap t) (d / gap t d) d :=
    (hs.sqrt hpos).congr_deriv (mul_div_mul_left _ _ two_ne_zero)
  refine ((((hasDerivAt_id' d).fun_div hg hne).const_add 1).div_const 2).congr_deriv ?_
  have h : 2 * t ^ 2 = (gap t d ^ 2 - d ^ 2) / 2 := by linarith [gap_sq t d]
  rw [h]
  field_simp

lemma response_eq {t : ℝ} (ht : 0 < t) (d : ℝ) :
    response t d = 2 * t ^ 2 / gap t d ^ 3 := (hasDerivAt_occupation ht d).deriv

lemma tendsto_gap_div (t : ℝ) : Tendsto (fun d => gap t d / d) atTop (𝓝 1) := by
  have h0 : Tendsto (fun d : ℝ => 1 + 4 * t ^ 2 * (d⁻¹) ^ 2) atTop
      (𝓝 (1 + 4 * t ^ 2 * 0 ^ 2)) :=
    ((tendsto_inv_atTop_zero.pow 2).const_mul _).const_add _
  have h1 := h0.sqrt
  rw [show 1 + 4 * t ^ 2 * 0 ^ 2 = (1 : ℝ) by ring, Real.sqrt_one] at h1
  refine h1.congr' ?_
  filter_upwards [eventually_gt_atTop 0] with d hd
  have e : d ^ 2 + 4 * t ^ 2 = d ^ 2 * (1 + 4 * t ^ 2 * (d⁻¹) ^ 2) := by field_simp
  rw [gap, e, Real.sqrt_mul (sq_nonneg d), Real.sqrt_sq hd.le,
    mul_div_cancel_left₀ _ hd.ne']

/-- For `t > 0`, the inverse response exceeds `d³/(2t²)` at every level offset. -/
theorem cubic_lt_inverse_response {t : ℝ} (ht : 0 < t) (d : ℝ) :
    d ^ 3 / (2 * t ^ 2) < (response t d)⁻¹ := by
  have h : d ^ 3 < gap t d ^ 3 :=
    (show Odd 3 by decide).strictMono_pow (abs_lt.1 (abs_lt_gap ht d)).2
  rw [response_eq ht, inv_div]
  exact div_lt_div_of_pos_right h (by positivity)

/-- For fixed `t > 0` and offset `d → ∞`, `d³` times the response tends to `2t²`, the inverse
response divided by `d³` tends to `1/(2t²)`, and the inverse response diverges. -/
theorem cubic_divergence {t : ℝ} (ht : 0 < t) :
    Tendsto (fun d => d ^ 3 * response t d) atTop (𝓝 (2 * t ^ 2)) ∧
    Tendsto (fun d => (response t d)⁻¹ / d ^ 3) atTop (𝓝 (1 / (2 * t ^ 2))) ∧
    Tendsto (fun d => (response t d)⁻¹) atTop atTop := by
  refine ⟨?_, ?_, ?_⟩
  · have h : Tendsto (fun d => 2 * t ^ 2 * ((gap t d / d)⁻¹) ^ 3) atTop
        (𝓝 (2 * t ^ 2 * ((1 : ℝ)⁻¹) ^ 3)) :=
      (((tendsto_gap_div t).inv₀ one_ne_zero).pow 3).const_mul _
    rw [inv_one, one_pow, mul_one] at h
    refine h.congr fun d => ?_
    rw [response_eq ht, inv_div, div_pow]
    ring
  · have h : Tendsto (fun d => (gap t d / d) ^ 3 / (2 * t ^ 2)) atTop
        (𝓝 ((1 : ℝ) ^ 3 / (2 * t ^ 2))) := ((tendsto_gap_div t).pow 3).div_const _
    rw [one_pow] at h
    refine h.congr fun d => ?_
    rw [response_eq ht, inv_div, div_pow]
    ring
  · -- the cubic lower bound already diverges
    exact tendsto_atTop_mono (fun d => (cubic_lt_inverse_response ht d).le)
      ((tendsto_pow_atTop (by norm_num)).atTop_div_const (by positivity))

/-- For `t > 0`, the inverse response equals `4t` at zero offset and is at least `4t` at
every offset. -/
theorem inverse_response_min {t : ℝ} (ht : 0 < t) :
    (response t 0)⁻¹ = 4 * t ∧ ∀ d, 4 * t ≤ (response t d)⁻¹ := by
  constructor
  · have h : gap t 0 = 2 * t := by
      rw [gap, show (0 : ℝ) ^ 2 + 4 * t ^ 2 = (2 * t) ^ 2 by ring,
        Real.sqrt_sq (by positivity)]
    rw [response_eq ht, h, inv_div, div_eq_iff (by positivity)]
    ring
  · intro d
    have h : 2 * t ≤ gap t d :=
      (Real.le_sqrt' (by positivity)).2 (by linarith [sq_nonneg d])
    rw [response_eq ht, inv_div, le_div_iff₀ (by positivity)]
    calc 4 * t * (2 * t ^ 2) = (2 * t) ^ 3 := by ring
      _ ≤ gap t d ^ 3 := pow_le_pow_left₀ (by positivity) h 3

/-- For `t > 0`, the derivative of the external offset with respect to the occupation, minus
the bare inverse response at the same effective offset, equals the mean-field `U`. -/
theorem hubbard_U_from_responses {t : ℝ} (ht : 0 < t) (U d : ℝ) :
    deriv (externalOffset t U) d / response t d - (response t d)⁻¹ = U := by
  have hr : response t d ≠ 0 := by
    have hg := gap_pos ht d
    rw [response_eq ht]
    positivity
  have ho : HasDerivAt (occupation t) (response t d) d := by
    rw [response_eq ht]
    exact hasDerivAt_occupation ht d
  have h : HasDerivAt (externalOffset t U) (1 + U * response t d) d :=
    (hasDerivAt_id' d).fun_add (ho.const_mul U)
  rw [h.deriv, add_div, mul_div_cancel_right₀ _ hr, one_div]
  ring

end

end LigandMetalResponse
```

```lean
#print axioms LigandMetalResponse.cubic_lt_inverse_response
#print axioms LigandMetalResponse.cubic_divergence
#print axioms LigandMetalResponse.inverse_response_min
#print axioms LigandMetalResponse.hubbard_U_from_responses
```

```
'LigandMetalResponse.cubic_lt_inverse_response' depends on axioms: [propext, Classical.choice, Quot.sound]
'LigandMetalResponse.cubic_divergence' depends on axioms: [propext, Classical.choice, Quot.sound]
'LigandMetalResponse.inverse_response_min' depends on axioms: [propext, Classical.choice, Quot.sound]
'LigandMetalResponse.hubbard_U_from_responses' depends on axioms: [propext, Classical.choice, Quot.sound]
```

## The model and its occupation

The Hamiltonian, `hamiltonian t d`, is the real symmetric matrix

$$H=\begin{pmatrix} d/2 & -t\\ -t & -d/2\end{pmatrix}.$$

Index 0 is the ligand orbital and index 1 the metal orbital. The offset $d$ is the ligand level minus the metal level, so a large positive $d$ favours the metal. The zero of energy lies midway between the levels; moving it would change no eigenvector. The hopping $t$ stands for the hybridisation of the two orbitals, and every theorem assumes $t>0$. Without hybridisation the electron would jump from one orbital to the other at $d=0$ instead of shifting smoothly.

Write $g=\sqrt{d^2+4t^2}$ for `gap t d`, the distance between the two energy levels of $H$. The function `occupation t d` is

$$n(d)=\frac12\left(1+\frac dg\right).$$

This formula is a definition in the file, and two theorems tie it to the Hamiltonian. The first, `ground_energy`, says that $-g/2$ bounds the energy form $w\cdot Hw$ from below, relative to $w\cdot w$, and that the nonzero vector $(2t,\,g+d)$ attains it. The second, `ground_state_occupation`, says that any nonzero real vector $v$ with $Hv=-(g/2)v$ satisfies

$$\frac{v_1^2}{v_0^2+v_1^2}=n(d).$$

The vectors need not be normalised, which is why the weight is a ratio. The normalised ground state has components $\sqrt{(g-d)/(2g)}$ on the ligand and $\sqrt{(g+d)/(2g)}$ on the metal.

## What is claimed about the response

The static response `response t d` is defined as the derivative $n'(d)$, and `hasDerivAt_occupation` shows that this derivative exists and equals $2t^2/g^3$. The theorem `cubic_divergence` then makes three statements for fixed $t>0$ as $d\to\infty$:

$$d^3n'(d)\to 2t^2,\qquad \frac{1}{d^3\,n'(d)}\to\frac{1}{2t^2},\qquad \frac1{n'(d)}\to\infty .$$

In Lean, `atTop` expresses that $d$ grows without bound, and `𝓝` marks a finite limit. Two further theorems hold at every offset: `cubic_lt_inverse_response` gives $d^3/(2t^2)<1/n'(d)$, and `inverse_response_min` gives $1/n'(d)\ge 4t$, with equality at $d=0$. The metal occupation is therefore easiest to change at resonance.

## The link to Hubbard U

The last theorem adds a mean-field repulsion. Suppose that occupying the metal orbital raises its level by $U\,n$, where the constant $U$ sets the strength of the on-site mean-field repulsion. With a single electron this shift is a self-interaction: an exact treatment would not contain it, but approximate density functionals make errors of this kind. An external offset $d_{\text{ext}}$ is then reduced to the effective offset $d=d_{\text{ext}}-U\,n(d)$, so

$$d_{\text{ext}}(d)=d+U\,n(d),$$

which is `externalOffset t U d`. The interacting inverse response is the change of external offset per change of occupation, written in the file as the quotient of two derivatives with respect to $d$. The theorem `hubbard_U_from_responses` says that this quotient minus the bare inverse response is exactly $U$:

$$\frac{d_{\text{ext}}'(d)}{n'(d)}-\frac1{n'(d)}=U .$$

Both terms are taken at the same effective offset. If one perturbs the metal level itself by $\alpha$, the offset falls by $\alpha$, so both responses change sign and the formula takes the familiar form $U=\chi_0^{-1}-\chi^{-1}$, with $\chi_0$ the bare and $\chi$ the interacting response.

In this one-electron mean-field model, the result shows why a linear-response evaluation of $U$ becomes delicate for a nearly full metal orbital: a fixed $U$ is the difference of two inverses that both grow as $d^3$. An error $\delta$ in the bare response, small compared with $n'(d)$, changes its inverse by roughly $\delta/n'(d)^2$ in magnitude.

The repulsion is postulated as a level shift linear in $n$; it is not derived from a many-electron Hamiltonian. Spin, further orbitals, screening by other electrons and self-consistent changes of $t$ are absent. The limits concern only $d\to+\infty$, where the metal orbital fills.

## Ground state and metal weight

Since $g^2=d^2+4t^2$, we have $(g-d)(g+d)=4t^2$. Also $|d|<g$ because $t>0$, so $g>0$ and $g+d>0$. The lemmas `gap_sq`, `abs_lt_gap` and `gap_pos` record $g^2=d^2+4t^2$, $|d|<g$ and $g>0$. For any $w=(w_0,w_1)$,

$$w\cdot Hw+\frac g2\,w\cdot w=\frac{g+d}2w_0^2-2t\,w_0w_1+\frac{g-d}2w_1^2=\frac{\big((g+d)w_0-2t\,w_1\big)^2}{2(g+d)} .$$

The last step replaces $g-d$ by $4t^2/(g+d)$. The right side is never negative, which gives the lower bound, and it vanishes for $w=(2t,g+d)$. In `ground_energy` the identity is the step named `e`, where `linear_combination` supplies the relation for $g^2$. The eigenvalue equation for the explicit vector is checked row by row:

$$\frac d2\,2t-t(g+d)=-\frac g2\,2t,\qquad -2t^2-\frac d2(g+d)=-\frac g2(g+d).$$

The second row again uses $g^2=d^2+4t^2$.

For the occupation, take any nonzero $v$ with $Hv=-(g/2)v$. The two rows, `h0` and `h1` in the proof, read

$$\frac{g+d}2v_0=t\,v_1,\qquad \frac{g-d}2v_1=t\,v_0 .$$

Multiply the first by $2v_0$ and the second by $2v_1$. Both right sides become $2t\,v_0v_1$, so

$$(g+d)v_0^2=(g-d)v_1^2 .$$

Adding $(g+d)v_1^2$ to both sides gives $(g+d)(v_0^2+v_1^2)=2g\,v_1^2$, and division yields

$$\frac{v_1^2}{v_0^2+v_1^2}=\frac{g+d}{2g}=n(d).$$

The final `linear_combination` in `ground_state_occupation` performs this elimination of the hopping term. The step `hN` ensures that the norm in the denominator is nonzero.

## From the derivative to the cubic law

Differentiating the square root gives $g'=d/g$. The quotient rule then gives

$$\left(\frac dg\right)'=\frac{g-d\cdot d/g}{g^2}=\frac{g^2-d^2}{g^3}=\frac{4t^2}{g^3},\qquad n'(d)=\frac{2t^2}{g^3}=\frac{2t^2}{(d^2+4t^2)^{3/2}} .$$

The proof of `hasDerivAt_occupation` follows the same order: `hs` differentiates the polynomial under the root, `hg` the root itself, and the quotient rule does the rest. The lemma `response_eq` transfers the result to `response`.

For $d>0$,

$$\frac gd=\sqrt{1+\frac{4t^2}{d^2}}\longrightarrow 1 ,$$

which is `tendsto_gap_div`. Both finite limits follow by rewriting the response in terms of this ratio:

$$d^3n'(d)=2t^2\left(\frac gd\right)^{-3}\to 2t^2,\qquad \frac{1}{d^3\,n'(d)}=\frac{(g/d)^3}{2t^2}\to\frac1{2t^2}.$$

Perturbation theory gives the same power: far from resonance the ligand amplitude is about $t/d$, its weight about $t^2/d^2$, and the slope of the metal occupation about $2t^2/d^3$.

The divergence of the inverse response needs only an inequality. Because $d<g$ and the cube is strictly increasing on the whole real line,

$$\frac{d^3}{2t^2}<\frac{g^3}{2t^2}=\frac1{n'(d)} .$$

The left side tends to infinity, and `tendsto_atTop_mono` carries the divergence over to the right side.

The minimum comes from $g\ge 2t$, with equality at $d=0$:

$$\frac1{n'(d)}=\frac{g^3}{2t^2}\ge\frac{(2t)^3}{2t^2}=4t .$$

Finally, differentiating the external offset gives $d_{\text{ext}}'(d)=1+U\,n'(d)$. Since $n'(d)>0$, we may divide by it:

$$\frac{d_{\text{ext}}'(d)}{n'(d)}=\frac1{n'(d)}+U .$$

Subtracting $1/n'(d)$ leaves $U$. In `hubbard_U_from_responses`, `hr` records that the response is nonzero and `h` is the derivative of the external offset.
